# Laguerre radial functions solve the three-dimensional harmonic oscillator for r > 0

A particle of mass \(m\) moves in the isotropic potential \(m\omega^2r^2/2\) with orbital angular momentum \(l\). Its wavefunction is \(\psi=(u(r)/r)\,Y_{lm_l}\), with \(Y_{lm_l}\) a spherical harmonic. Lengths are in units of \(\sqrt{\hbar/m\omega}\) and energies in units of \(\hbar\omega\), so the radial Hamiltonian is

\[ Hu=-\tfrac12u''+\Big(\frac{l(l+1)}{2r^2}+\frac{r^2}{2}\Big)u . \]

For natural numbers \(l,k\), zero included, and every \(r>0\), the function

\[ u(r)=r^{l+1}L(r^2)\,e^{-r^2/2},\qquad L=L_k^{(l+1/2)}, \]

satisfies \(Hu=(2k+l+\tfrac32)u\). The letter \(k\) is the radial quantum number, often written \(n_r\). For a real parameter \(\alpha\), the Laguerre polynomial is \(L_k^{(\alpha)}(x)=\sum_{i=0}^k c_ix^i\) with

\[ c_i=\frac{(-1)^i}{(k-i)!\,i!}\prod_{j=0}^{k-i-1}(\alpha+i+1+j). \]

```lean
import Mathlib

open Polynomial MeasureTheory

namespace RadialOscillator

noncomputable section

/-- The coefficient of `x^i` in the generalized Laguerre polynomial of degree `k` and
parameter `α`, for `i ≤ k`: the sign `(-1)^i` times the binomial coefficient of `k + α`
over `k - i`, divided by `i!`. -/
def laguerreCoeff (α : ℝ) (k i : ℕ) : ℝ :=
  (-1) ^ i * (∏ j ∈ Finset.range (k - i), (α + i + 1 + j)) /
    (((k - i).factorial : ℝ) * (i.factorial : ℝ))

/-- The generalized Laguerre polynomial of degree `k` and parameter `α`, as an explicit sum. -/
def laguerre (α : ℝ) (k : ℕ) : ℝ[X] :=
  ∑ i ∈ Finset.range (k + 1), C (laguerreCoeff α k i) * X ^ i

/-- The radial function `u(r) = r^(l+1) L(r²) exp(-r²/2)`, where `L` is the generalized
Laguerre polynomial of degree `k` and parameter `l + 1/2`. -/
def radialWave (l k : ℕ) (r : ℝ) : ℝ :=
  r ^ (l + 1) * (laguerre ((l : ℝ) + 1 / 2) k).eval (r ^ 2) * Real.exp (-r ^ 2 / 2)

/-- The radial oscillator Hamiltonian `-u''/2 + (l(l+1)/(2r²) + r²/2) u`, for `r ≠ 0`. -/
def radialHamiltonian (l : ℕ) (u : ℝ → ℝ) (r : ℝ) : ℝ :=
  -(deriv (deriv u) r) / 2 + ((l : ℝ) * (l + 1) / (2 * r ^ 2) + r ^ 2 / 2) * u r

/-- The polynomial `r^(l+1) q(r²)` that multiplies the Gaussian in a radial function. -/
def radialPoly (l : ℕ) (q : ℝ[X]) : ℝ[X] := X ^ (l + 1) * q.comp (X ^ 2)
```

In Lean, `laguerre α k` is a real polynomial, an element of `ℝ[X]`, while `radialWave l k` is a function on the whole real line. `radialHamiltonian` uses the actual second derivative, `deriv (deriv u)`. `radialPoly l q` stands for \(r^{l+1}q(r^2)\), the factor in front of the Gaussian.

The functions are not normalised. The textbook factor that gives \(\int_0^\infty u^2\,dr=1\) is \(\sqrt{2\,k!/\Gamma(k+l+3/2)}\).

## A natural number k ends the series

Physically, \(k\) counts radial excitations, each costing two quanta. By hand, it enters through the ratio of neighbouring coefficients. The product in \(c_n\) has one more factor than that in \(c_{n+1}\), namely \(\alpha+n+1\), and the factorials supply the rest:

\[ (n+1)(\alpha+n+1)\,c_{n+1}=-(k-n)\,c_n . \]

At \(n=k\) the right side vanishes, in agreement with \(c_{k+1}=0\). The coefficient of \(x^n\) in \(xL''+(\alpha+1-x)L'+kL\) is

\[ (n+1)n\,c_{n+1}+(\alpha+1)(n+1)c_{n+1}-n\,c_n+k\,c_n=0 , \]

which is Laguerre's equation.

```lean
/-- The coefficients of the Laguerre polynomial are the explicit ones up to degree `k`,
and zero beyond. -/
theorem laguerre_coeff (α : ℝ) (k n : ℕ) :
    (laguerre α k).coeff n = if n ≤ k then laguerreCoeff α k n else 0 := by
  simp only [laguerre, Polynomial.finsetSum_coeff, coeff_C_mul_X_pow, Finset.sum_ite_eq,
    Finset.mem_range, Nat.lt_add_one_iff]

/-- Neighbouring coefficients of the Laguerre polynomial obey a two-term recurrence. -/
theorem laguerre_recurrence (α : ℝ) (k n : ℕ) :
    ((n : ℝ) + 1) * (α + n + 1) * (laguerre α k).coeff (n + 1) =
      -((k : ℝ) - n) * (laguerre α k).coeff n := by
  rcases lt_trichotomy n k with h | rfl | h
  · obtain ⟨m, rfl⟩ := Nat.exists_eq_add_of_lt h
    -- the two products differ by the single factor `α + n + 1`
    have hp : ∏ j ∈ Finset.range m, (α + ((n + 1 : ℕ) : ℝ) + 1 + (j : ℝ)) =
        ∏ j ∈ Finset.range m, (α + (n : ℝ) + 1 + ((j + 1 : ℕ) : ℝ)) :=
      Finset.prod_congr rfl fun j _ => by push_cast; ring
    rw [laguerre_coeff, laguerre_coeff, if_pos (by omega), if_pos (by omega),
      laguerreCoeff, laguerreCoeff, show n + m + 1 - (n + 1) = m by omega,
      show n + m + 1 - n = m + 1 by omega, Finset.prod_range_succ', hp]
    generalize ∏ j ∈ Finset.range m, (α + (n : ℝ) + 1 + ((j + 1 : ℕ) : ℝ)) = P
    rw [Nat.factorial_succ n, Nat.factorial_succ m]
    push_cast
    rw [← mul_div_assoc, ← mul_div_assoc, div_eq_div_iff (by positivity) (by positivity)]
    ring
  · rw [laguerre_coeff, if_neg (by omega)]
    ring
  · rw [laguerre_coeff, laguerre_coeff, if_neg (by omega), if_neg (by omega)]
    ring

/-- Laguerre's differential equation: `x L'' + (α + 1 - x) L' + k L = 0`. -/
theorem laguerre_ode (α : ℝ) (k : ℕ) (x : ℝ) :
    x * (derivative (derivative (laguerre α k))).eval x +
      (α + 1 - x) * (derivative (laguerre α k)).eval x + k * (laguerre α k).eval x = 0 := by
  have h : X * derivative (derivative (laguerre α k)) +
      (C (α + 1) - X) * derivative (laguerre α k) + C (k : ℝ) * laguerre α k = 0 := by
    -- compare coefficients
    ext n
    have hr := laguerre_recurrence α k n
    rcases n with _ | n
    · simp only [sub_mul, coeff_add, coeff_sub, coeff_C_mul, coeff_X_mul_zero,
        coeff_derivative, coeff_zero, zero_add, Nat.cast_zero] at hr ⊢
      linear_combination hr
    · simp only [sub_mul, coeff_add, coeff_sub, coeff_C_mul, coeff_X_mul,
        coeff_derivative, coeff_zero, Nat.cast_add, Nat.cast_one] at hr ⊢
      linear_combination hr
  have he := congrArg (eval x) h
  simpa only [eval_add, eval_mul, eval_sub, eval_X, eval_C, eval_zero] using he

/-- The Laguerre polynomial has degree `k` and leading coefficient `(-1)^k / k!`. -/
theorem laguerre_degree (α : ℝ) (k : ℕ) :
    (laguerre α k).natDegree = k ∧
      (laguerre α k).coeff k = (-1) ^ k / (k.factorial : ℝ) := by
  have hc : (laguerre α k).coeff k = (-1) ^ k / (k.factorial : ℝ) := by
    rw [laguerre_coeff, if_pos le_rfl]
    simp [laguerreCoeff]
  refine ⟨natDegree_eq_of_le_of_coeff_ne_zero ?_ ?_, hc⟩
  · rw [natDegree_le_iff_coeff_eq_zero]
    intro n hn
    rw [laguerre_coeff, if_neg (by omega)]
  · rw [hc]
    exact div_ne_zero (pow_ne_zero _ (by norm_num)) (by positivity)
```

`laguerre_recurrence` treats \(n<k\), \(n=k\) and \(n>k\) separately. In the first case `Finset.prod_range_succ'` splits off the extra factor. `laguerre_ode` compares coefficients with `ext n`, taking \(n=0\) on its own because multiplication by \(x\) shifts the index. `laguerre_degree` reads off the leading coefficient \((-1)^k/k!\), which is needed at the end.

If \(k\) is not a natural number, the recurrence does not terminate. Its ratio \(c_{n+1}/c_n\) then behaves as \(1/n\), as for \(e^x\), and the usual asymptotic argument gives a \(u\) that grows like \(e^{r^2/2}\), up to powers of \(r\).

## The Gaussian width matches the trap

The exponent \(-r^2/2\) expresses the oscillator length in the chosen units. Write \(u=Qe^{-r^2/2}\) with \(Q(r)=r^{l+1}L(r^2)\). Differentiating twice gives

\[ u'=(Q'-rQ)e^{-r^2/2},\qquad u''=\big(Q''-2rQ'+(r^2-1)Q\big)e^{-r^2/2}. \]

In \(Hu\) the term \(-r^2Q/2\) from the kinetic energy cancels the potential. With \(E=2k+l+\tfrac32\), the eigenvalue equation becomes

\[ Q''-2rQ'+(4k+2l+2)Q=\frac{l(l+1)}{r^2}Q. \tag{1} \]

```lean
/-- The derivative of a polynomial `Q` times the Gaussian `exp(-r²/2)` is `Q' - r Q` times
the same Gaussian. -/
theorem hasDerivAt_mul_gaussian (Q : ℝ[X]) (r : ℝ) :
    HasDerivAt (fun x : ℝ => Q.eval x * Real.exp (-x ^ 2 / 2))
      ((derivative Q - X * Q).eval r * Real.exp (-r ^ 2 / 2)) r := by
  have h1 : HasDerivAt (fun x : ℝ => -x ^ 2 / 2) (-r) r := by
    refine (((hasDerivAt_pow 2 r).fun_neg).div_const 2).congr_deriv ?_
    show -(((2 : ℕ) : ℝ) * r ^ 1) / 2 = -r
    push_cast
    ring
  refine ((Q.hasDerivAt r).fun_mul h1.exp).congr_deriv ?_
  simp only [eval_sub, eval_mul, eval_X]
  ring

/-- The radial function is a polynomial times the Gaussian `exp(-r²/2)`. -/
theorem radialWave_eq (l k : ℕ) : radialWave l k = fun r : ℝ =>
    (radialPoly l (laguerre ((l : ℝ) + 1 / 2) k)).eval r * Real.exp (-r ^ 2 / 2) := by
  funext r
  simp only [radialWave, radialPoly, eval_mul, eval_pow, eval_X, eval_comp]
```

The first lemma says that differentiation turns a polynomial times the Gaussian into another such product. The main proof obtains the second derivative by applying it twice, through the local fact `d`, and also uses it to show that \(u\) and \(u'\) are differentiable.

With \(e^{-br^2/2}\) instead, the case \(k=l=0\) gives \(Hu=\big(\tfrac{3b}{2}+\tfrac{1-b^2}{2}r^2\big)u\), which is an eigenvalue equation only if \(b^2=1\).

## The parameter l + 1/2 and a positive radius

Near the origin, a nonzero solution with \(u(0)=0\) behaves as \(r^{l+1}\); for \(l\ge1\) the centrifugal barrier sets this power. The parameter \(\alpha=l+\tfrac12\) fits the polynomial to that power. Put \(A=r^{l+1}L'(r^2)\) and \(B=r^{l+1}L''(r^2)\). The product and chain rules give

\[ rQ'=(l+1)Q+2r^2A,\qquad rA'=(l+1)A+2r^2B. \]

Differentiate the first identity, multiply by \(r\), and insert both:

\[ \begin{aligned} r^2Q''&=l\,rQ'+4r^2A+2r^2\,(rA')\\ &=l(l+1)Q+(4l+6)r^2A+4r^4B. \end{aligned} \]

Hence

\[ \begin{aligned} &r^2Q''-2r^3Q'+(4k+2l+2)r^2Q\\ &\quad=l(l+1)Q+4r^2\big[r^2B+(l+\tfrac32-r^2)A+kQ\big]. \end{aligned} \]

The bracket is \(r^{l+1}\) times Laguerre's equation at \(x=r^2\), so it vanishes. Division by \(r^2\) gives (1).

```lean
/-- The operator `r d/dr` takes `r^(l+1) q(r²)` to
`(l+1) r^(l+1) q(r²) + 2 r² r^(l+1) q'(r²)`. -/
theorem euler_radialPoly (l : ℕ) (q : ℝ[X]) :
    X * derivative (radialPoly l q) =
      ((l : ℝ[X]) + 1) * radialPoly l q + 2 * X ^ 2 * radialPoly l (derivative q) := by
  have hn : ∀ n : ℕ, X * derivative (X ^ n : ℝ[X]) = (n : ℝ[X]) * X ^ n := by
    intro n
    induction n with
    | zero => simp
    | succ n ih =>
      rw [pow_succ, derivative_mul, derivative_X]
      push_cast
      linear_combination X * ih
  have h2 : derivative (X ^ 2 : ℝ[X]) = 2 * X := by
    rw [pow_two, derivative_mul, derivative_X]
    ring
  have h := hn (l + 1)
  push_cast at h
  simp only [radialPoly, derivative_mul, derivative_comp, h2]
  linear_combination q.comp (X ^ 2) * h

/-- The radial function is twice differentiable, and for `r > 0` it solves the radial
oscillator equation with energy `2k + l + 3/2`. -/
theorem radialWave_eigenfunction (l k : ℕ) :
    Differentiable ℝ (radialWave l k) ∧ Differentiable ℝ (deriv (radialWave l k)) ∧
      ∀ r : ℝ, 0 < r → radialHamiltonian l (radialWave l k) r =
        (2 * k + l + 3 / 2) * radialWave l k r := by
  have d (Q : ℝ[X]) : deriv (fun x : ℝ => Q.eval x * Real.exp (-x ^ 2 / 2)) =
      fun x : ℝ => (derivative Q - X * Q).eval x * Real.exp (-x ^ 2 / 2) :=
    funext fun x => (hasDerivAt_mul_gaussian Q x).deriv
  refine ⟨?_, ?_, fun r hr => ?_⟩
  · rw [radialWave_eq]
    exact fun x => (hasDerivAt_mul_gaussian _ x).differentiableAt
  · rw [radialWave_eq, d]
    exact fun x => (hasDerivAt_mul_gaussian _ x).differentiableAt
  rw [radialHamiltonian, radialWave_eq, d, d]
  -- Laguerre's equation at `r²`, multiplied by `r^(l+1)`
  have h4 := laguerre_ode ((l : ℝ) + 1 / 2) k (r ^ 2)
  generalize laguerre ((l : ℝ) + 1 / 2) k = L at h4 ⊢
  have h5 : r ^ 2 * (radialPoly l (derivative (derivative L))).eval r +
      (l + 3 / 2 - r ^ 2) * (radialPoly l (derivative L)).eval r +
      k * (radialPoly l L).eval r = 0 := by
    simp only [radialPoly, eval_mul, eval_pow, eval_X, eval_comp]
    linear_combination r ^ (l + 1) * h4
  -- first and second derivatives of the polynomial factor
  have e1 := congrArg (eval r) (euler_radialPoly l L)
  have e2 := congrArg (eval r) (euler_radialPoly l (derivative L))
  have e3 := congrArg (fun p : ℝ[X] => (derivative p).eval r) (euler_radialPoly l L)
  simp only [pow_two, derivative_mul, derivative_add, derivative_X, derivative_natCast,
    derivative_one, derivative_ofNat, eval_add, eval_mul, eval_X, eval_natCast,
    eval_one, eval_ofNat, eval_zero] at e1 e2 e3
  have key : (l : ℝ) * (l + 1) / (2 * r ^ 2) * (radialPoly l L).eval r =
      ((derivative (derivative (radialPoly l L))).eval r
        - 2 * r * (derivative (radialPoly l L)).eval r
        + (4 * k + 2 * l + 2) * (radialPoly l L).eval r) / 2 := by
    rw [div_mul_eq_mul_div, div_eq_iff (by positivity)]
    linear_combination -r * e3 - l * e1 - 2 * r ^ 2 * e2 - 4 * r ^ 2 * h5 + 2 * r ^ 2 * e1
  simp only [derivative_sub, derivative_mul, derivative_X, eval_sub, eval_add, eval_mul,
    eval_X, eval_one]
  linear_combination Real.exp (-r ^ 2 / 2) * key
```

The theorem has three parts: \(u\) is differentiable on the whole line, so is \(u'\), and the eigenvalue equation holds at every \(r>0\). The first two ensure that the Hamiltonian contains a true second derivative.

For \(k\ge1\), any other \(\alpha\) in the polynomial leaves the term \(4r^2(l+\tfrac12-\alpha)A\), which is not identically zero. For \(k=0\) the polynomial is constant and \(\alpha\) plays no part.

The hypothesis `0 < r` is used once, in `key`, where `positivity` shows that \(2r^2\ne0\). The algebra needs only \(r\ne0\); positivity is the physical range of a radius. At \(r=0\) Lean sets the quotient to zero, and for \(l=1\) the equation then fails: the left side is \(-L(0)\ne0\) and the right side is \(0\).

### How `linear_combination` closes the eigenvalue equation

After the denominator is cleared, `key` is an identity between polynomial expressions that holds only because of four known equations:

- `e1` and `e2` are the formulas for \(rQ'\) and \(rA'\).
- `e3` is the derivative of the first formula.
- `h5` is Laguerre's equation at \(r^2\), times \(r^{l+1}\).

The tactic `linear_combination` takes a multiplier for each equation. It subtracts the weighted equations from the goal and asks `ring` to confirm that nothing remains. The multipliers record the elimination above: `-r * e3` brings in \(r^2Q''\), `- l * e1` and `- 2 * r ^ 2 * e2` replace \(rQ'\) and \(rA'\), `- 4 * r ^ 2 * h5` removes the bracket, and `2 * r ^ 2 * e1` handles \(-2r^3Q'\). A wrong multiplier would leave a nonzero remainder and the tactic would fail.

## What makes the solution a bound state

For a bound state, the radial function \(u\) must also vanish at the origin, have finite norm and not be the zero function. (The wavefunction \(\psi\) itself need not vanish there: for \(l=0\) it does not.) These conditions are derived here, not assumed. The factor \(r^{l+1}\) gives \(u(0)=0\). The square \(u^2=Q^2e^{-r^2}\) is a polynomial times a Gaussian, hence integrable. If \(u\) vanished for all \(r>0\), then \(L\) would vanish at every positive number and would be the zero polynomial, against its leading coefficient \((-1)^k/k!\).

```lean
/-- The radial function vanishes at the origin and is square integrable on the half-line. -/
theorem radialWave_normalizable (l k : ℕ) :
    radialWave l k 0 = 0 ∧
      IntegrableOn (fun r => radialWave l k r ^ 2) (Set.Ioi 0) := by
  refine ⟨by simp [radialWave], ?_⟩
  -- every polynomial is integrable against `exp(-x²)`
  have hint (Q : ℝ[X]) : Integrable (fun x : ℝ => Q.eval x * Real.exp (-x ^ 2)) := by
    induction Q using Polynomial.induction_on' with
    | add p q hp hq =>
      refine (hp.add hq).congr (Filter.Eventually.of_forall fun x => ?_)
      simp only [Pi.add_apply, eval_add, add_mul]
    | monomial n a =>
      have hn : (-1 : ℝ) < (n : ℝ) := by
        have : (0 : ℝ) ≤ (n : ℝ) := Nat.cast_nonneg n
        linarith
      refine ((integrable_rpow_mul_exp_neg_mul_sq one_pos hn).const_mul a).congr
        (Filter.Eventually.of_forall fun x => ?_)
      simp only [Real.rpow_natCast, eval_monomial, neg_mul, one_mul]
      ring
  rw [radialWave_eq]
  generalize radialPoly l (laguerre ((l : ℝ) + 1 / 2) k) = Q
  refine ((hint (Q * Q)).congr (Filter.Eventually.of_forall fun x => ?_)).integrableOn
  have he : Real.exp (-x ^ 2) = Real.exp (-x ^ 2 / 2) * Real.exp (-x ^ 2 / 2) := by
    rw [← Real.exp_add, add_halves]
  simp only [eval_mul, he]
  ring

/-- The radial function is not identically zero on the half-line `r > 0`. -/
theorem radialWave_nontrivial (l k : ℕ) : ∃ r : ℝ, 0 < r ∧ radialWave l k r ≠ 0 := by
  by_contra! h
  -- otherwise the Laguerre polynomial would vanish at every positive number
  have hL : laguerre ((l : ℝ) + 1 / 2) k = 0 := by
    refine eq_zero_of_infinite_isRoot _ ((Set.Ioi_infinite (0 : ℝ)).mono fun x hx => ?_)
    have hx' : 0 < x := hx
    have hs : 0 < Real.sqrt x := Real.sqrt_pos.2 hx'
    have h0 := h (Real.sqrt x) hs
    rw [radialWave, Real.sq_sqrt hx'.le] at h0
    have h1 := (mul_eq_zero.1 h0).resolve_right (Real.exp_ne_zero _)
    have h2 := (mul_eq_zero.1 h1).resolve_left (pow_pos hs (l + 1)).ne'
    exact h2
  have hc := (laguerre_degree ((l : ℝ) + 1 / 2) k).2
  rw [hL, coeff_zero] at hc
  have hne : (-1 : ℝ) ^ k / (k.factorial : ℝ) ≠ 0 :=
    div_ne_zero (pow_ne_zero _ (by norm_num)) (by positivity)
  exact hne hc.symm

end

end RadialOscillator
```

In `radialWave_normalizable`, `hint` proves integrability monomial by monomial and extends it to sums; the result on the line is then restricted to `Set.Ioi 0`, the half-line. `radialWave_nontrivial` evaluates \(u\) at \(\sqrt x\) to obtain a root of \(L\) at each \(x>0\).

The condition at the origin excludes real candidates. For \(l=0\), the function \(e^{-r^2/2}\) solves the radial equation with energy \(\tfrac12\) and is square integrable, but it equals 1 at \(r=0\). The corresponding \(\psi\propto e^{-r^2/2}/r\) is not an eigenfunction in three dimensions, because the Laplacian of \(1/r\) contains a delta function.

The separation \(\psi=(u/r)Y_{lm_l}\), which leads from the three-dimensional Schrödinger equation to \(H\), is taken as the starting point. Orthogonality and completeness of the functions are separate questions. For a single particle without interactions, these are the radial states of an isotropic harmonic trap; calculations on trapped particles and nuclei also use them as basis functions.

```lean
#print axioms RadialOscillator.radialWave_eigenfunction
-- 'RadialOscillator.radialWave_eigenfunction' depends on axioms: [propext, Classical.choice, Quot.sound]
#print axioms RadialOscillator.radialWave_normalizable
-- 'RadialOscillator.radialWave_normalizable' depends on axioms: [propext, Classical.choice, Quot.sound]
#print axioms RadialOscillator.radialWave_nontrivial
-- 'RadialOscillator.radialWave_nontrivial' depends on axioms: [propext, Classical.choice, Quot.sound]
```
